# The fourth-order Padé propagator of a finite Hermitian matrix is unitary for every real time step

Take a single level of energy E, a real time step τ, and units with ħ = 1. With x = τE, one step of the fourth-order Padé propagator multiplies the amplitude by p(x)/p(−x), where

p(x) = 1 − ix/2 − x²/12.

For real x, p(−x) is the complex conjugate of p(x), so the quotient has modulus 1 wherever the denominator is nonzero. It never vanishes, because

|p(x)|² = (1 − x²/12)² + x²/4 = 1 + x²/12 + x⁴/144 ≥ 1.

The real part alone does vanish, at x² = 12, but there the imaginary part does not.

The same holds for a finite Hermitian matrix H. Put

N = 1 − iτH/2 − τ²H²/12,  U = N (N†)⁻¹.

Then, for every state ψ,

‖Nψ‖² = ‖ψ‖² + (τ²/12)‖Hψ‖² + (τ⁴/144)‖H²ψ‖².

Consequently N is invertible and U is unitary, with no restriction on the size of τ.

## The linear solve inside a time step

One way to propagate i dψ/dt = Hψ with this scheme is to solve (1 + iτH/2 − τ²H²/12)φ = ψ, whose matrix is N† when H is Hermitian, and then to form Nφ. For a finite Hermitian H and exact arithmetic, the solve has a unique solution at any step size and the new state has the norm of the old one. Norm drift in a run therefore comes from something outside these assumptions. Possible sources include rounding, an incompletely converged solver, a programming error, or a matrix that is not Hermitian, for example one containing an absorbing potential.

## From the cancelling cross terms to unitarity

Since H† = H and τ is real, taking the adjoint only changes the sign of the term linear in τ:

N† = 1 + iτH/2 − τ²H²/12 = N(−τ).

Write a = iτ/2 and b = τ²/12. All terms are polynomials in H and commute, so

N†N = (1 + aH − bH²)(1 − aH − bH²)
= (1 − bH²)² − a²H²
= 1 + (−a² − 2b)H² + b²H⁴.

Here −a² − 2b = τ²/4 − τ²/6 = τ²/12, and b² = τ⁴/144. Hence

N†N = 1 + τ²H²/12 + τ⁴H⁴/144.

Taking the inner product of ψ with N†Nψ, and using ⟨ψ, H²ψ⟩ = ‖Hψ‖² and ⟨ψ, H⁴ψ⟩ = ‖H²ψ‖², gives the norm identity above.

If Nψ = 0, the left side of that identity is zero while every term on the right is nonnegative. So ‖ψ‖² = 0 and ψ = 0. A square matrix with trivial kernel is invertible, and N† = N(−τ) is invertible by the same argument.

Because U† = N⁻¹N† and N†N = NN†,

U†U = N⁻¹ N†N (N†)⁻¹ = N⁻¹ N N† (N†)⁻¹ = 1,

and therefore ‖Uψ‖² = ⟨ψ, U†Uψ⟩ = ‖ψ‖².

Two further facts follow. Stepping forward and then back restores the state:

U(−τ)U(τ) = N(−τ) N(τ)⁻¹ N(τ) N(−τ)⁻¹ = 1.

If Hv = Ev, then Nv = p(τE)v and N†v = p(−τE)v, so

Uv = [p(τE)/p(−τE)] v,

which is the single-level formula again.

## The Lean file

```lean
import Mathlib

open Matrix
open Complex (I)

namespace FourthOrderPadePropagator

noncomputable section

variable {n : Type*} [Fintype n] [DecidableEq n]

/-- The squared norm of a state vector, the sum of the squared moduli of its amplitudes. -/
def stateNormSq (ψ : n → ℂ) : ℝ := ∑ i, ‖ψ i‖ ^ 2

/-- The Padé numerator `N = 1 - i τ H / 2 - τ² H² / 12`. -/
def padeNum (H : Matrix n n ℂ) (τ : ℝ) : Matrix n n ℂ :=
  1 - (I * τ / 2) • H - ((τ : ℂ) ^ 2 / 12) • (H * H)

/-- The matrix `U = N (N†)⁻¹`, which for Hermitian `H` is one step of the fourth-order Padé
propagator. -/
def padeStep (H : Matrix n n ℂ) (τ : ℝ) : Matrix n n ℂ :=
  padeNum H τ * ((padeNum H τ)ᴴ)⁻¹

/-- The scalar Padé numerator `p(x) = 1 - i x / 2 - x² / 12`. -/
def padePoly (x : ℝ) : ℂ := 1 - I * x / 2 - (x : ℂ) ^ 2 / 12

omit [DecidableEq n] in
/-- The squared norm of a state is its inner product with itself. -/
theorem stateNormSq_eq (ψ : n → ℂ) : (stateNormSq ψ : ℂ) = star ψ ⬝ᵥ ψ := by
  simp [stateNormSq, dotProduct, Complex.conj_mul']

omit [DecidableEq n] in
/-- The squared norm of `A ψ` is the inner product of `ψ` with `A† A ψ`. -/
theorem stateNormSq_mulVec (A : Matrix n n ℂ) (ψ : n → ℂ) :
    (stateNormSq (A *ᵥ ψ) : ℂ) = star ψ ⬝ᵥ ((Aᴴ * A) *ᵥ ψ) := by
  rw [stateNormSq_eq, Matrix.star_mulVec, ← Matrix.dotProduct_mulVec, Matrix.mulVec_mulVec]

/-- For Hermitian `H`, the adjoint of the Padé numerator is the numerator at time step `-τ`. -/
theorem padeNum_adjoint {H : Matrix n n ℂ} (hH : H.IsHermitian) (τ : ℝ) :
    (padeNum H τ)ᴴ = padeNum H (-τ) := by
  have e2 : (starRingEnd ℂ) 2 = 2 := Complex.ext (by simp) (by simp)
  have e12 : (starRingEnd ℂ) 12 = 12 := Complex.ext (by simp) (by simp)
  have h1 : star (I * (τ : ℂ) / 2) = I * ((-τ : ℝ) : ℂ) / 2 := by
    change (starRingEnd ℂ) _ = _
    simp [e2]
  have h2 : star ((τ : ℂ) ^ 2 / 12) = ((-τ : ℝ) : ℂ) ^ 2 / 12 := by
    change (starRingEnd ℂ) _ = _
    simp [e12]
  simp only [padeNum, conjTranspose_sub, conjTranspose_smul, conjTranspose_mul,
    conjTranspose_one, hH.eq, h1, h2]

/-- For Hermitian `H`, `N† N = 1 + τ² H² / 12 + τ⁴ H⁴ / 144`. -/
theorem padeNum_gram {H : Matrix n n ℂ} (hH : H.IsHermitian) (τ : ℝ) :
    (padeNum H τ)ᴴ * padeNum H τ =
      1 + ((τ : ℂ) ^ 2 / 12) • (H * H) + ((τ : ℂ) ^ 4 / 144) • (H * H * (H * H)) := by
  have expand : ∀ a b : ℂ, (1 + a • H - b • (H * H)) * (1 - a • H - b • (H * H)) =
      1 + (-(a ^ 2) - 2 * b) • (H * H) + (b ^ 2) • (H * H * (H * H)) := by
    intro a b
    simp only [sub_mul, add_mul, mul_sub, smul_mul_assoc, mul_smul_comm, one_mul, mul_one,
      mul_assoc]
    module
  have hN : padeNum H (-τ) =
      1 + (I * τ / 2) • H - ((τ : ℂ) ^ 2 / 12) • (H * H) := by
    simp only [padeNum, Complex.ofReal_neg]
    module
  -- the coefficient of `H²` is `τ² / 12`
  have c1 : -((I * (τ : ℂ) / 2) ^ 2) - 2 * ((τ : ℂ) ^ 2 / 12) = (τ : ℂ) ^ 2 / 12 := by
    linear_combination (-(τ : ℂ) ^ 2 / 4) * Complex.I_sq
  have c2 : ((τ : ℂ) ^ 2 / 12) ^ 2 = (τ : ℂ) ^ 4 / 144 := by ring
  rw [padeNum_adjoint hH, hN, padeNum, expand, c1, c2]

/-- For Hermitian `H`, `‖N ψ‖² = ‖ψ‖² + τ² ‖H ψ‖² / 12 + τ⁴ ‖H² ψ‖² / 144`. -/
theorem stateNormSq_padeNum {H : Matrix n n ℂ} (hH : H.IsHermitian) (τ : ℝ) (ψ : n → ℂ) :
    stateNormSq (padeNum H τ *ᵥ ψ) = stateNormSq ψ + τ ^ 2 / 12 * stateNormSq (H *ᵥ ψ)
      + τ ^ 4 / 144 * stateNormSq ((H * H) *ᵥ ψ) := by
  apply Complex.ofReal_injective
  push_cast
  rw [stateNormSq_mulVec, stateNormSq_mulVec, stateNormSq_mulVec, stateNormSq_eq,
    padeNum_gram hH, conjTranspose_mul, hH.eq]
  simp only [Matrix.add_mulVec, Matrix.smul_mulVec, Matrix.one_mulVec, dotProduct_add,
    dotProduct_smul, smul_eq_mul]

/-- For Hermitian `H` the Padé numerator is invertible for every real time step. -/
theorem padeNum_det_isUnit {H : Matrix n n ℂ} (hH : H.IsHermitian) (τ : ℝ) :
    IsUnit (padeNum H τ).det := by
  rw [isUnit_iff_ne_zero]
  intro hdet
  obtain ⟨v, hv, hNv⟩ := Matrix.exists_mulVec_eq_zero_iff.2 hdet
  have nonneg : ∀ φ : n → ℂ, 0 ≤ stateNormSq φ :=
    fun φ => Finset.sum_nonneg fun i _ => sq_nonneg _
  -- a kernel vector would have zero norm
  have key := stateNormSq_padeNum hH τ v
  have h0 : stateNormSq (0 : n → ℂ) = 0 := by simp [stateNormSq]
  rw [hNv, h0] at key
  have h1 := mul_nonneg (by positivity : 0 ≤ τ ^ 2 / 12) (nonneg (H *ᵥ v))
  have h2 := mul_nonneg (by positivity : 0 ≤ τ ^ 4 / 144) (nonneg ((H * H) *ᵥ v))
  have hle : stateNormSq v ≤ 0 := by linarith
  apply hv
  funext i
  have hi : ‖v i‖ ^ 2 ≤ stateNormSq v :=
    Finset.single_le_sum (f := fun j => ‖v j‖ ^ 2) (fun j _ => sq_nonneg _) (Finset.mem_univ i)
  have hz : ‖v i‖ ^ 2 = 0 := le_antisymm (hi.trans hle) (sq_nonneg _)
  exact norm_eq_zero.1 ((pow_eq_zero_iff two_ne_zero).1 hz)

/-- For Hermitian `H`, a Padé step forward in time followed by the same step backward is the
identity. -/
theorem padeStep_reversible {H : Matrix n n ℂ} (hH : H.IsHermitian) (τ : ℝ) :
    padeStep H (-τ) * padeStep H τ = 1 := by
  have hN := padeNum_det_isUnit hH τ
  have hM := padeNum_det_isUnit hH (-τ)
  unfold padeStep
  rw [padeNum_adjoint hH (-τ), padeNum_adjoint hH τ, neg_neg]
  calc padeNum H (-τ) * (padeNum H τ)⁻¹ * (padeNum H τ * (padeNum H (-τ))⁻¹)
      = padeNum H (-τ) * ((padeNum H τ)⁻¹ * padeNum H τ) * (padeNum H (-τ))⁻¹ := by
        simp only [mul_assoc]
    _ = 1 := by rw [Matrix.nonsing_inv_mul _ hN, mul_one, Matrix.mul_nonsing_inv _ hM]

/-- For Hermitian `H` and every real time step, `N` is invertible, the Padé step `N (N†)⁻¹` is
unitary, and it preserves the squared norm of every state. -/
theorem padeStep_unitary {H : Matrix n n ℂ} (hH : H.IsHermitian) (τ : ℝ) :
    IsUnit (padeNum H τ) ∧ padeStep H τ ∈ Matrix.unitaryGroup n ℂ ∧
      ∀ ψ : n → ℂ, stateNormSq (padeStep H τ *ᵥ ψ) = stateNormSq ψ := by
  have hN := padeNum_det_isUnit hH τ
  have hM : IsUnit ((padeNum H τ)ᴴ).det := by
    rw [padeNum_adjoint hH]
    exact padeNum_det_isUnit hH (-τ)
  -- both factors are polynomials in `H`, so they commute
  have hcomm : (padeNum H τ)ᴴ * padeNum H τ = padeNum H τ * (padeNum H τ)ᴴ := by
    rw [padeNum_adjoint hH]
    simp only [padeNum, Complex.ofReal_neg, sub_mul, mul_sub, smul_mul_assoc, mul_smul_comm,
      one_mul, mul_one, mul_assoc]
    module
  have hU : (padeStep H τ)ᴴ * padeStep H τ = 1 := by
    rw [padeStep, conjTranspose_mul, conjTranspose_nonsing_inv, conjTranspose_conjTranspose]
    calc (padeNum H τ)⁻¹ * (padeNum H τ)ᴴ * (padeNum H τ * ((padeNum H τ)ᴴ)⁻¹)
        = (padeNum H τ)⁻¹ * ((padeNum H τ)ᴴ * padeNum H τ) * ((padeNum H τ)ᴴ)⁻¹ := by
          simp only [mul_assoc]
      _ = ((padeNum H τ)⁻¹ * padeNum H τ) * ((padeNum H τ)ᴴ * ((padeNum H τ)ᴴ)⁻¹) := by
          rw [hcomm]; simp only [mul_assoc]
      _ = 1 := by rw [Matrix.nonsing_inv_mul _ hN, Matrix.mul_nonsing_inv _ hM, one_mul]
  refine ⟨(Matrix.isUnit_iff_isUnit_det _).2 hN, Matrix.mem_unitaryGroup_iff'.2 hU, fun ψ => ?_⟩
  apply Complex.ofReal_injective
  rw [stateNormSq_mulVec, hU, Matrix.one_mulVec, stateNormSq_eq]

/-- The scalar Padé numerator has no real zero. -/
theorem padePoly_ne_zero (x : ℝ) : padePoly x ≠ 0 := by
  have h : padePoly x = ((1 - x ^ 2 / 12 : ℝ) : ℂ) + ((-x / 2 : ℝ) : ℂ) * I := by
    simp only [padePoly]; push_cast; ring
  have hsq : Complex.normSq (padePoly x) = 1 + x ^ 2 / 12 + x ^ 4 / 144 := by
    rw [h, Complex.normSq_add_mul_I]; ring
  have hpos : 0 < 1 + x ^ 2 / 12 + x ^ 4 / 144 := by positivity
  intro h0
  rw [h0, map_zero] at hsq
  linarith

/-- For Hermitian `H` and a vector `v` with `H v = E v`, `E` real, the Padé step multiplies `v` by
`p(τ E) / p(-τ E)`. -/
theorem padeStep_eigenstate {H : Matrix n n ℂ} (hH : H.IsHermitian) (τ E : ℝ) (v : n → ℂ)
    (hv : H *ᵥ v = (E : ℂ) • v) :
    padeStep H τ *ᵥ v = (padePoly (τ * E) / padePoly (-(τ * E))) • v := by
  have hnum : ∀ s : ℝ, padeNum H s *ᵥ v = padePoly (s * E) • v := by
    intro s
    simp only [padeNum, padePoly, Matrix.sub_mulVec, Matrix.smul_mulVec, Matrix.one_mulVec,
      ← Matrix.mulVec_mulVec, hv, Matrix.mulVec_smul, Complex.ofReal_mul]
    module
  have hinv : (padeNum H (-τ))⁻¹ *ᵥ v = (padePoly (-(τ * E)))⁻¹ • v := by
    have h := congrArg (fun w => (padeNum H (-τ))⁻¹ *ᵥ w) (hnum (-τ))
    simp only [Matrix.mulVec_mulVec, Matrix.nonsing_inv_mul _ (padeNum_det_isUnit hH (-τ)),
      Matrix.one_mulVec, Matrix.mulVec_smul, neg_mul] at h
    rw [eq_inv_smul_iff₀ (padePoly_ne_zero _)]
    exact h.symm
  rw [padeStep, padeNum_adjoint hH, ← Matrix.mulVec_mulVec, hinv, Matrix.mulVec_smul, hnum,
    smul_smul, div_eq_inv_mul]

end

end FourthOrderPadePropagator
```

```lean
#print axioms FourthOrderPadePropagator.padeStep_reversible
-- 'FourthOrderPadePropagator.padeStep_reversible' depends on axioms: [propext, Classical.choice, Quot.sound]
#print axioms FourthOrderPadePropagator.padeStep_unitary
-- 'FourthOrderPadePropagator.padeStep_unitary' depends on axioms: [propext, Classical.choice, Quot.sound]
#print axioms FourthOrderPadePropagator.padeStep_eigenstate
-- 'FourthOrderPadePropagator.padeStep_eigenstate' depends on axioms: [propext, Classical.choice, Quot.sound]
```

## How the theorems read, and how they are proved

The finite type `n` labels the basis states, `H : Matrix n n ℂ` is the Hamiltonian in an orthonormal basis, and `H.IsHermitian` is the only condition placed on it, apart from the eigenvalue equation assumed in `padeStep_eigenstate`. The time step `τ` is any real number, including zero and negative values. `padeNum H τ` is N, `padeStep H τ` is U, and `padePoly` is p. States are functions `n → ℂ` and need not be normalised; `stateNormSq` is the sum of |ψ_i|².

The main theorem, `padeStep_unitary`, states three things: N is invertible, U belongs to `Matrix.unitaryGroup n ℂ`, and U preserves `stateNormSq` for every ψ. Lean's matrix inverse is defined even for singular matrices, so the invertibility results are what make `padeStep` the intended propagator.

The proof follows the derivation closely:

- `stateNormSq_eq` and `stateNormSq_mulVec` turn squared norms into inner products.
- `padeNum_adjoint` is N† = N(−τ).
- `padeNum_gram` expands the product for arbitrary coefficients a and b, with `module` collecting the powers of H. It then inserts the actual coefficients; `c1` is the step τ²/4 − τ²/6 = τ²/12.
- `stateNormSq_padeNum` is the norm identity, proved in ℂ and carried back to ℝ.
- `padeNum_det_isUnit` supposes that the determinant is zero, takes a nonzero kernel vector, and uses the norm identity to show that each of its components vanishes.
- `padeStep_unitary` proves that N and N† commute, then regroups the four factors of U†U in a `calc` block.
- `padeStep_reversible` is the forward-and-back identity. `padePoly_ne_zero` and `padeStep_eigenstate` give the multiplier on an eigenstate.

## Exact norm, unassessed phase

The words "fourth-order" refer to how closely U follows exp(−iτH), and no theorem in the file bounds that error. Unitarity is no substitute for such a bound: when |τE| is large, the multiplier p(τE)/p(−τE) approaches 1, whatever the exact phase exp(−iτE) may be. A conserved norm is thus no evidence that the time step is small enough.

The results concern one step with a fixed, finite matrix in exact arithmetic. They do not treat unbounded operators, rounding, or the error made by freezing a time-dependent Hamiltonian during a step.

The step could also be modelled as an equation for the new state ψ′, namely N†ψ′ = Nψ, with no inverse in the definition. Invertibility would then appear as the existence and uniqueness of ψ′, and the commutation of N with N† would be needed to identify ψ′ with Uψ. That version is closer to an implicit solver, whereas the matrix U used here makes unitarity a statement about a single object.
